# A lattice containing Z^n has as many points per conventional cell as the index of Z^n in it

In crystallography a conventional cell may hold several lattice points, as in a body-centred or face-centred lattice, and `card_lattice_in_cell` counts them. Coordinates are in units of the cell edges, so the cell is `[0,1)^n`, and `L` is any additive subgroup of `R^n` that contains `Z^n`; it need not be discrete. For every shift `y`, the number of points of `L + y` in the cell equals the index of `Z^n` in `L`, where both numbers are read as zero if infinite. The proof sends each `l` in `L` with `l + y` in the cell to its class modulo `Z^n`, and shows that this map is a bijection by means of `reduce_to_cell`, which says that exactly one integer translation brings a given point into the cell.

An attempt in Lean 4 with a fault in it:

```lean
import Mathlib

namespace CardLatticeInCell

noncomputable section

/-- Coordinate space, in units of the conventional cell edges. -/
abbrev Space (n : ℕ) := Fin n → ℝ

/-- Real Seitz operations: invertible affine maps `x ↦ W x + w`. -/
abbrev Seitz (n : ℕ) := Space n ≃ᵃ[ℝ] Space n

variable {n : ℕ} (G : Subgroup (Seitz n)) (x : Space n)

/-- The lattice `Z^n` of the conventional cell. -/
def integerLattice (n : ℕ) : AddSubgroup (Space n) where
  carrier := {t | ∀ i, ∃ k : ℤ, t i = k}
  zero_mem' := fun _ => ⟨0, by simp⟩
  add_mem' := by
    intro a b ha hb i
    obtain ⟨⟨k, hk⟩, l, hl⟩ := And.intro (ha i) (hb i)
    exact ⟨k + l, by simp [hk, hl]⟩
  neg_mem' := by
    intro a ha i
    obtain ⟨k, hk⟩ := ha i
    exact ⟨-k, by simp [hk]⟩

/-- The conventional cell `[0,1)^n`. -/
def cell (n : ℕ) : Set (Space n) := {x | ∀ i, 0 ≤ x i ∧ x i < 1}

/-- Exactly one integer translation brings a given point into the conventional cell. -/
theorem reduce_to_cell (y : Space n) : ∃! t, t ∈ integerLattice n ∧ t + y ∈ cell n := by
  refine ⟨fun i => -(⌊y i⌋ : ℝ), ⟨fun i => ⟨-⌊y i⌋, by simp⟩, fun i => ?_⟩, ?_⟩
  · change 0 ≤ -(⌊y i⌋ : ℝ) + y i ∧ -(⌊y i⌋ : ℝ) + y i < 1
    constructor <;> linarith [Int.floor_le (y i), Int.lt_floor_add_one (y i)]
  · rintro t ⟨ht, hc⟩
    funext i
    obtain ⟨k, hk⟩ := ht i
    have h : 0 ≤ t i + y i ∧ t i + y i < 1 := hc i
    have hf : ⌊y i⌋ = -k := by
      rw [Int.floor_eq_iff]
      push_cast
      constructor <;> linarith [h.1, h.2]
    rw [hk, hf]
    simp

/-- If a lattice `L` contains `Z^n`, the number of points of `L + y` in the cell is the index of
`Z^n` in `L` (both read as zero when infinite). -/
theorem card_lattice_in_cell (L : AddSubgroup (Space n)) (hL : integerLattice n ≤ L)
    (y : Space n) : Nat.card {l : L // (l : Space n) + y ∈ cell n} =
      ((integerLattice n).addSubgroupOf L).index := by
  refine Nat.card_congr (Equiv.ofBijective
    (fun l => (QuotientAddGroup.mk l.1 : L ⧸ (integerLattice n).addSubgroupOf L)) ⟨?_, ?_⟩)
  · rintro ⟨a, ha⟩ ⟨b, hb⟩ h
    have hd : -(a : Space n) + b ∈ integerLattice n := QuotientAddGroup.eq.1 h
    have h0 := (reduce_to_cell ((a : Space n) + y)).unique
      ⟨hd, by convert hb using 1; abel⟩ ⟨zero_mem _, by rwa [zero_add]⟩
    exact Subtype.ext (Subtype.ext (neg_add_eq_zero.1 h0))
  · intro q
    obtain ⟨l, rfl⟩ := QuotientAddGroup.mk_surjective q
    obtain ⟨t, ⟨ht, hc⟩, -⟩ := reduce_to_cell ((l : Space n) + y)
    refine ⟨⟨⟨t, hL ht⟩ + l, by convert hc using 1; exact add_assoc _ _ _⟩, ?_⟩
    refine QuotientAddGroup.eq.2 ?_
    change -(t + (l : Space n)) + l ∈ integerLattice n
    convert neg_mem ht using 1
    abel

end

end CardLatticeInCell
```

The compiler's answer:

```
Main.lean:55:77: error: Application type mismatch: The argument
  h
has type
  (fun l => ↑↑l) ⟨a, ha⟩ = (fun l => ↑↑l) ⟨b, hb⟩
but is expected to have type
  ↑↑a = ↑↑b
in the application
  QuotientAddGroup.eq.mp h
```

What went wrong. The error is in the proof that the map is injective. There `h` says that `a` and `b` have the same class in the quotient of `L` by `(integerLattice n).addSubgroupOf L`. The type stated for `hd`, however, is about vectors of `Space n` and membership in `integerLattice n`. Lean used that type to fix the implicit arguments of `QuotientAddGroup.eq`, and so expected an equality in the quotient of `Space n` by `integerLattice n`. The two sides of `h` live in a different quotient, hence the mismatch. That the message shows `fun l => ↑↑l` applied to its arguments but not yet reduced is not the obstacle, since the repaired proof passes the same `h`.

The repair takes two steps. The new `hq` states the membership inside `L`, so `QuotientAddGroup.eq` is read in the quotient to which `h` belongs. Then `hd` follows from `hq` directly, because an element of `L` is in `(integerLattice n).addSubgroupOf L` by definition when its underlying vector is in `integerLattice n`, and the vector underlying `-a + b` is by definition `-(a : Space n) + b`.

As a diff, the version that Lean accepts:

```diff
@@ -53,5 +53,6 @@
     (fun l => (QuotientAddGroup.mk l.1 : L ⧸ (integerLattice n).addSubgroupOf L)) ⟨?_, ?_⟩)
   · rintro ⟨a, ha⟩ ⟨b, hb⟩ h
-    have hd : -(a : Space n) + b ∈ integerLattice n := QuotientAddGroup.eq.1 h
+    have hq : -a + b ∈ (integerLattice n).addSubgroupOf L := QuotientAddGroup.eq.1 h
+    have hd : -(a : Space n) + b ∈ integerLattice n := hq
     have h0 := (reduce_to_cell ((a : Space n) + y)).unique
       ⟨hd, by convert hb using 1; abel⟩ ⟨zero_mem _, by rwa [zero_add]⟩
```
